# Orthonormality of all $(l,m)$ through $l_{\max}$ needs at least $(l_{\max}+1)^2$ angular grid points

If an angular grid has fewer points than functions, some nonzero combination of the functions vanishes at every point. The quadrature then gives that combination zero norm, and no adjustment of the weights, negative ones included, can repair this. In a PAW calculation that recovers one-centre expansion coefficients by angular quadrature, exact recovery for real harmonics through $l_{\max}$ therefore sets a minimum grid size.

## Counting points and fixing weights

Let $Y_a$, $a=1,\dots,M$, be real functions sampled at $N$ points $g$ with real weights $w_g$, and suppose that
$$\sum_g w_g Y_a(g)Y_b(g)=\delta_{ab}.$$
For $f=\sum_a c_aY_a$ with real coefficients $c_a$, expanding the square gives
$$\sum_g w_g f(g)^2=\sum_{a,b}c_ac_b\sum_g w_gY_a(g)Y_b(g)=\sum_a c_a^2.$$

Suppose $f$ vanishes wherever $w_g>0$. The remaining terms on the left are at most zero, so $\sum_a c_a^2\le 0$ and every $c_a$ is zero. The linear map from coefficients to values at the positive-weight points is thus injective. Comparing dimensions, $M$ is at most the number of those points, hence $M\le N$.

Now let $N=M$. Define square matrices $A_{ag}=w_gY_a(g)$ and $B_{ga}=Y_a(g)$. Orthonormality says $AB=1$, so $BA=1$ as well:
$$w_g\sum_aY_a(g)Y_a(k)=\delta_{gk}.$$
Setting $k=g$ gives $w_g\sum_aY_a(g)^2=1$. The sum is nonnegative, so $w_g>0$. If the sum equals the same $K$ at every point, then $w_g=1/K$. Real spherical harmonics through $l_{\max}$ meet this condition with $K=(l_{\max}+1)^2/(4\pi)$, by the addition theorem.

For angular labels with $l\le L$, where $L=l_{\max}$, the number of functions is $M=\sum_{l=0}^{L}(2l+1)=(L+1)^2$, since $n^2+(2n+1)=(n+1)^2$ at each step.

The smallest case is $L=0$. The single function $1/\sqrt{4\pi}$ needs one point, whose weight must be $4\pi$.

## Orthonormality as a condition on sampled values

The finite types `ι` and `G` label functions and grid points.

In Lean 4 with Mathlib:

```lean
import Mathlib

open Finset

namespace AngularGridSize

variable {ι G : Type*} [Fintype ι] [DecidableEq ι] [Fintype G]
```

The weights `w` may have any sign and include the normalisation of the angular integral. `GridOrthonormal` is a hypothesis about exact sums; it does not require the quadrature to integrate anything else correctly.

```lean
/-- The functions `Y a`, sampled on the grid points `g` with real weights `w g`, are
orthonormal under the quadrature sum. -/
def GridOrthonormal (w : G → ℝ) (Y : ι → G → ℝ) : Prop :=
  ∀ a b, ∑ g, w g * Y a g * Y b g = if a = b then 1 else 0
```

## The norm of an expansion

The `calc` chain follows the expansion above: `Finset.sum_mul_sum` opens the square, `Finset.sum_comm` moves the grid sum inside, and the last `simp only` collapses the Kronecker delta.

```lean
/-- Discrete Parseval identity: for functions orthonormal on the grid, the quadrature of the
square of an expansion is the sum of its squared coefficients. -/
theorem grid_parseval {w : G → ℝ} {Y : ι → G → ℝ} (h : GridOrthonormal w Y) (c : ι → ℝ) :
    ∑ g, w g * (∑ a, c a * Y a g) ^ 2 = ∑ a, c a ^ 2 := by
  have h' : ∀ a b, ∑ g, w g * Y a g * Y b g = if a = b then 1 else 0 := h
  calc ∑ g, w g * (∑ a, c a * Y a g) ^ 2
      = ∑ g, ∑ a, ∑ b, c a * c b * (w g * Y a g * Y b g) := by
        refine Finset.sum_congr rfl fun g _ => ?_
        rw [sq, Finset.sum_mul_sum, Finset.mul_sum]
        refine Finset.sum_congr rfl fun a _ => ?_
        rw [Finset.mul_sum]
        refine Finset.sum_congr rfl fun b _ => ?_
        ring
    _ = ∑ a, ∑ b, c a * c b * ∑ g, w g * Y a g * Y b g := by
        rw [Finset.sum_comm]
        refine Finset.sum_congr rfl fun a _ => ?_
        rw [Finset.sum_comm]
        refine Finset.sum_congr rfl fun b _ => ?_
        rw [Finset.mul_sum]
    _ = ∑ a, c a ^ 2 := by
        refine Finset.sum_congr rfl fun a _ => ?_
        simp only [h', mul_ite, mul_one, mul_zero, Finset.sum_ite_eq, Finset.mem_univ,
          if_true, sq]
```

## Only positive weights count

The map `T` samples an expansion at the positive-weight points. In the proof of `hT`, `hle` bounds the sum of squared coefficients by zero, and `Finset.single_le_sum` passes this bound to each coefficient. The comparison of dimensions is `LinearMap.finrank_le_finrank_of_injective`.

```lean
/-- A grid that keeps `M` functions orthonormal has at least `M` points of positive weight. -/
theorem card_le_positive_points {w : G → ℝ} {Y : ι → G → ℝ} (h : GridOrthonormal w Y) :
    Fintype.card ι ≤ Fintype.card {g // 0 < w g} := by
  -- sample an expansion at the points of positive weight only
  let T : (ι → ℝ) →ₗ[ℝ] ({g // 0 < w g} → ℝ) :=
    { toFun := fun c g => ∑ a, c a * Y a g.1
      map_add' := by
        intro c d
        funext g
        simp only [Pi.add_apply, add_mul, Finset.sum_add_distrib]
      map_smul' := by
        intro t c
        funext g
        simp only [Pi.smul_apply, smul_eq_mul, RingHom.id_apply, Finset.mul_sum, mul_assoc] }
  have hT : Function.Injective T := by
    refine (injective_iff_map_eq_zero T).2 fun c hc => ?_
    have hz : ∀ g, 0 < w g → ∑ a, c a * Y a g = 0 := fun g hg => congrFun hc ⟨g, hg⟩
    -- the remaining points contribute nothing positive to the norm
    have hle : ∑ a, c a ^ 2 ≤ 0 := by
      rw [← grid_parseval h c]
      refine Finset.sum_nonpos fun g _ => ?_
      by_cases hg : 0 < w g
      · rw [hz g hg]
        simp
      · have := mul_nonneg (neg_nonneg.2 (not_lt.1 hg)) (sq_nonneg (∑ a, c a * Y a g))
        linarith
    funext a
    have ha : c a ^ 2 ≤ ∑ b, c b ^ 2 :=
      Finset.single_le_sum (f := fun b => c b ^ 2) (fun b _ => sq_nonneg (c b))
        (Finset.mem_univ a)
    exact (pow_eq_zero_iff two_ne_zero).1 (le_antisymm (ha.trans hle) (sq_nonneg (c a)))
  have hdim := LinearMap.finrank_le_finrank_of_injective hT
  simpa only [Module.finrank_fintype_fun_eq_card] using hdim
```

The positive-weight points are a subset of the grid, which gives the bound on all points.

```lean
/-- A grid that keeps `M` functions orthonormal has at least `M` points, whatever the signs of
its weights. -/
theorem card_le_grid {w : G → ℝ} {Y : ι → G → ℝ} (h : GridOrthonormal w Y) :
    Fintype.card ι ≤ Fintype.card G :=
  (card_le_positive_points h).trans (Fintype.card_subtype_le _)
```

## As many points as functions

The equivalence `e` pairs functions with points so that both matrices have index type `ι`. Then `hAB` is $AB=1$, `mul_eq_one_comm` reverses the product, and `hk` reads off the entry for $k$ and $g$.

```lean
/-- Discrete completeness: if there are as many grid points as orthonormal functions, the
weighted sum over functions of `Y a g * Y a k` is the Kronecker delta of the two points. -/
theorem minimal_grid_completeness [DecidableEq G] {w : G → ℝ} {Y : ι → G → ℝ}
    (h : GridOrthonormal w Y) (hc : Fintype.card ι = Fintype.card G) (g k : G) :
    w g * ∑ a, Y a g * Y a k = if g = k then 1 else 0 := by
  let e : ι ≃ G := Fintype.equivOfCardEq hc
  -- orthonormality is a one-sided inverse of a square matrix
  have hAB : (Matrix.of fun a i => w (e i) * Y a (e i) : Matrix ι ι ℝ) *
      (Matrix.of fun i a => Y a (e i) : Matrix ι ι ℝ) = 1 := by
    ext a b
    simp only [Matrix.mul_apply, Matrix.of_apply, Matrix.one_apply]
    rw [Equiv.sum_comp e (fun x => w x * Y a x * Y b x)]
    exact h a b
  -- hence it is also the inverse from the other side
  have hBA := mul_eq_one_comm.1 hAB
  have hk := congrFun (congrFun hBA (e.symm k)) (e.symm g)
  simp only [Matrix.mul_apply, Matrix.of_apply, Equiv.apply_symm_apply, Matrix.one_apply,
    EmbeddingLike.apply_eq_iff_eq] at hk
  calc w g * ∑ a, Y a g * Y a k = ∑ a, Y a k * (w g * Y a g) := by
        rw [Finset.mul_sum]
        refine Finset.sum_congr rfl fun a _ => ?_
        ring
    _ = if g = k then 1 else 0 := by
        rw [hk]
        by_cases hgk : g = k
        · simp [hgk]
        · simp [hgk, Ne.symm hgk]
```

The diagonal entry gives the weight formula. A nonpositive weight would make the product nonpositive, contradicting its value of one.

```lean
/-- If there are as many grid points as orthonormal functions, every weight is positive and is
the reciprocal of the sum of the squared functions at its point. -/
theorem minimal_grid_weights {w : G → ℝ} {Y : ι → G → ℝ} (h : GridOrthonormal w Y)
    (hc : Fintype.card ι = Fintype.card G) (g : G) :
    0 < w g ∧ w g * ∑ a, Y a g ^ 2 = 1 := by
  classical
  have h1 : w g * ∑ a, Y a g ^ 2 = 1 := by
    have h2 := minimal_grid_completeness h hc g g
    simpa only [if_true, ← sq] using h2
  refine ⟨?_, h1⟩
  by_contra hw
  have hs : 0 ≤ ∑ a, Y a g ^ 2 := Finset.sum_nonneg fun a _ => sq_nonneg (Y a g)
  have := mul_nonneg (neg_nonneg.2 (not_lt.1 hw)) hs
  linarith
```

For a constant sum $K$, the same formula shows $K\ne0$ and permits the division.

```lean
/-- If there are as many grid points as orthonormal functions, and the sum of the squared
functions has the same value `K` at every grid point, then all weights equal `1 / K`. -/
theorem minimal_grid_equal_weights {w : G → ℝ} {Y : ι → G → ℝ} (h : GridOrthonormal w Y)
    (hc : Fintype.card ι = Fintype.card G) {K : ℝ} (hK : ∀ g, ∑ a, Y a g ^ 2 = K) (g : G) :
    w g = 1 / K := by
  have h1 := (minimal_grid_weights h hc g).2
  rw [hK g] at h1
  have hK0 : K ≠ 0 := by
    intro h0
    rw [h0, mul_zero] at h1
    exact zero_ne_one h1
  rw [eq_div_iff hK0]
  exact h1
```

## Angular labels and the sphere

`HarmonicIndex L` numbers the $2l+1$ values of $m$ from $0$ to $2l$ instead of from $-l$ to $l$, which leaves the count unchanged.

```lean
/-- The labels `(l, m)` of the angular functions with `l ≤ L`, with `2 l + 1` values of `m` for
each `l`. -/
abbrev HarmonicIndex (L : ℕ) : Type := Σ l : Fin (L + 1), Fin (2 * (l : ℕ) + 1)
```

Induction proves the sum of odd numbers.

```lean
/-- There are `(L + 1) ^ 2` labels `(l, m)` with `l ≤ L`. -/
theorem card_harmonicIndex (L : ℕ) : Fintype.card (HarmonicIndex L) = (L + 1) ^ 2 := by
  have hs : ∀ n : ℕ, ∑ l ∈ Finset.range n, (2 * l + 1) = n ^ 2 := by
    intro n
    induction n with
    | zero => simp
    | succ n ih =>
      rw [Finset.sum_range_succ, ih]
      ring
  simp only [HarmonicIndex, Fintype.card_sigma, Fintype.card_fin]
  rw [Fin.sum_univ_eq_sum_range (fun l => 2 * l + 1) (L + 1)]
  exact hs (L + 1)
```

In the next theorem, `r` places the grid points on the unit sphere. `Y` is any family of real functions with these labels, so real spherical harmonics are one instance. The bound is necessary but not always attained. For real spherical harmonics with $L=2$, discrete completeness and the addition theorem would require $1+3t+\tfrac52(3t^2-1)=0$ for the scalar product $t$ of any two of nine grid points. Only two distances between points would then be possible, and no more than six points in three-dimensional space can have this property, so nine points are not enough.

```lean
/-- An angular grid on the unit sphere that keeps functions labelled by all `(l, m)` with
`l ≤ L` orthonormal has at least `(L + 1) ^ 2` points. -/
theorem angular_grid_size {L : ℕ} {w : G → ℝ}
    (r : G → Metric.sphere (0 : EuclideanSpace ℝ (Fin 3)) 1)
    (Y : HarmonicIndex L → Metric.sphere (0 : EuclideanSpace ℝ (Fin 3)) 1 → ℝ)
    (h : GridOrthonormal w (fun a g => Y a (r g))) :
    (L + 1) ^ 2 ≤ Fintype.card G := by
  rw [← card_harmonicIndex L]
  exact card_le_grid h
```

## Two small grids

Equality $N=M$ occurs for four functions on four points. The values are those of $1,\sqrt3x,\sqrt3y,\sqrt3z$ at the vertices of a regular tetrahedron on the unit sphere, with weights summing to one.

```lean
/-- Four functions with values `1` and `-1` are orthonormal on four points of weight `1 / 4`. -/
theorem minimal_grid_witness :
    GridOrthonormal (fun _ : Fin 4 => (1 / 4 : ℝ))
      ![![1, 1, 1, 1], ![1, 1, -1, -1], ![1, -1, 1, -1], ![1, -1, -1, 1]] := by
  intro a b
  fin_cases a <;> fin_cases b <;> simp [Fin.sum_univ_four] <;> norm_num
```

With $N=M+1$, positivity can fail. On a line instead of the sphere, the functions $1$ and $x$ at $x=-\tfrac12,0,\tfrac12$ are orthonormal with a negative central weight; the two positive-weight points still match the two functions. Both proofs check every pair of functions by evaluating the sums.

```lean
/-- With one point more than functions a weight can be negative: a constant and a linear
function are orthonormal on three points with weights `2, -3, 2`. -/
theorem negative_weight_example :
    GridOrthonormal (![2, -3, 2] : Fin 3 → ℝ) ![![1, 1, 1], ![-1 / 2, 0, 1 / 2]] := by
  intro a b
  fin_cases a <;> fin_cases b <;> simp [Fin.sum_univ_three] <;> norm_num

end AngularGridSize
```

```lean
#print axioms AngularGridSize.minimal_grid_equal_weights
-- 'AngularGridSize.minimal_grid_equal_weights' depends on axioms: [propext, Classical.choice, Quot.sound]
#print axioms AngularGridSize.angular_grid_size
-- 'AngularGridSize.angular_grid_size' depends on axioms: [propext, Classical.choice, Quot.sound]
#print axioms AngularGridSize.negative_weight_example
-- 'AngularGridSize.negative_weight_example' depends on axioms: [propext, Classical.choice, Quot.sound]
```
